# Every Bloch vector of length at most one is the Pauli moment of a spin-1/2 density matrix

For a single spin-1/2 and a real three-component vector m of length at most one, the theorem states that the matrix ρ = (1 + m·σ)/2 is a density matrix, that is, positive semidefinite with trace one. It also states that the expectation values of the three Pauli matrices, Tr(ρσₖ), are the components of m. For positivity, the attempt first shows that ρ is Hermitian, then writes it as ρ†ρ plus the non-negative multiple (1 − |m|²)/4 of the identity. The trace and the expectation values are computed from the explicit two-by-two matrices.

As first written in Lean, the proof fails:

```lean
import Mathlib

open Matrix
open scoped ComplexOrder

namespace EnsembleHasMoment

noncomputable section

/-- Real three-component vectors: constraint fields and spin moments. -/
abbrev Vec3 := EuclideanSpace ℝ (Fin 3)

/-- The three Pauli matrices, in the order x, y, z. -/
def pauli : Fin 3 → Matrix (Fin 2) (Fin 2) ℂ :=
  ![!![0, 1; 1, 0], !![0, -Complex.I; Complex.I, 0], !![1, 0; 0, -1]]

/-- The constraint Hamiltonian `V·σ`, with one multiplier for each Pauli matrix. -/
def field (V : Vec3) : Matrix (Fin 2) (Fin 2) ℂ := ∑ k, (V k : ℂ) • pauli k

/-- The matrix `(1 + m·σ)/2`, which is a spin density matrix when `‖m‖ ≤ 1`. -/
def blochState (m : Vec3) : Matrix (Fin 2) (Fin 2) ℂ := (1 / 2 : ℂ) • (1 + field m)

/-- The constraint Hamiltonian written out as a two-by-two matrix. -/
theorem field_eq (V : Vec3) :
    field V = !![(V 2 : ℂ), V 0 - V 1 * Complex.I; V 0 + V 1 * Complex.I, -(V 2 : ℂ)] := by
  ext i j
  fin_cases i <;> fin_cases j <;> simp [field, pauli, Fin.sum_univ_three, sub_eq_add_neg]

/-- The squared length of a vector is the sum of its squared components. -/
theorem norm_sq_three (V : Vec3) : ‖V‖ ^ 2 = V 0 ^ 2 + V 1 ^ 2 + V 2 ^ 2 := by
  rw [EuclideanSpace.norm_sq_eq]
  simp [Fin.sum_univ_three]

/-- For a target moment of length at most one, `(1 + m·σ)/2` is a positive semidefinite
matrix of trace one whose Pauli expectation values are the components of `m`. -/
theorem ensemble_has_moment (m : Vec3) (hm : ‖m‖ ≤ 1) :
    (blochState m).PosSemidef ∧ (blochState m).trace = 1 ∧
      ∀ k, (blochState m * pauli k).trace = (m k : ℂ) := by
  refine ⟨?_, ?_, ?_⟩
  · have hH : (blochState m)ᴴ = blochState m := by
      rw [blochState, field_eq]
      ext i j
      fin_cases i <;> fin_cases j <;> simp [sub_eq_add_neg]
    -- the Cayley-Hamilton identity shows positivity
    have hsplit : blochState m = (blochState m)ᴴ * blochState m +
        (((1 - ‖m‖ ^ 2) / 4 : ℝ) : ℂ) • (1 : Matrix (Fin 2) (Fin 2) ℂ) := by
      rw [hH, norm_sq_three, blochState, field_eq]
      ext i j
      fin_cases i <;> fin_cases j
      · simp [Matrix.mul_apply, Fin.sum_univ_two]
        linear_combination ((m 1 : ℂ) ^ 2 / 4) * Complex.I_sq
      · simp [Matrix.mul_apply, Fin.sum_univ_two]
        ring
      · simp [Matrix.mul_apply, Fin.sum_univ_two]
        ring
      · simp [Matrix.mul_apply, Fin.sum_univ_two]
        linear_combination ((m 1 : ℂ) ^ 2 / 4) * Complex.I_sq
    have hc : (0 : ℝ) ≤ (1 - ‖m‖ ^ 2) / 4 := by nlinarith [norm_nonneg m]
    rw [hsplit]
    exact (Matrix.posSemidef_conjTranspose_mul_self _).add
      (Matrix.PosSemidef.one.smul (Complex.zero_le_real.2 hc))
  · rw [blochState, field_eq, Matrix.trace_fin_two]
    simp
    ring
  · intro k
    rw [blochState, field_eq, Matrix.trace_fin_two]
    fin_cases k
    · simp [pauli, Matrix.mul_apply, Fin.sum_univ_two]
      ring
    · simp [pauli, Matrix.mul_apply, Fin.sum_univ_two]
      linear_combination (-(m 1 : ℂ)) * Complex.I_sq
    · simp [pauli, Matrix.mul_apply, Fin.sum_univ_two]
      ring

end

end EnsembleHasMoment
```

Messages:

```
Main.lean:40:48: error: unsolved goals
case «0».«0»
m : Vec3
hm : ‖m‖ ≤ 1
⊢ 2⁻¹ + 2⁻¹ * ↑(m.ofLp 2) = 2⁻¹ * (1 + ↑(m.ofLp 2))

case «1».«1»
m : Vec3
hm : ‖m‖ ≤ 1
⊢ 2⁻¹ + -(2⁻¹ * ↑(m.ofLp 2)) = 2⁻¹ * (1 + -↑(m.ofLp 2))
```

Cause. Both unsolved goals belong to `hH`, the claim that ρ equals its conjugate transpose. The proof checks this entry by entry, and `simp` finishes the two off-diagonal entries but leaves the two diagonal ones open.

What remains there is true and elementary. In the first diagonal entry, the left side is `2⁻¹ + 2⁻¹ * ↑(m.ofLp 2)`, with the factor one half multiplied out, while the right side is `2⁻¹ * (1 + ↑(m.ofLp 2))`, with it still in front of the bracket. The second entry differs in the same way, with a minus sign on the component of m. The complex conjugation has already gone, and only distributivity is missing. This call to `simp` does not bring the two sides to a common form, so Lean reports the goals as unsolved.

The repair adds `<;> ring`, which runs `ring` on each goal that `simp` leaves. `ring` proves identities that follow from the laws of commutative rings, distributivity among them, and so closes both diagonal entries.

The change, after which it compiles:

```diff
@@ -41,5 +41,5 @@
       rw [blochState, field_eq]
       ext i j
-      fin_cases i <;> fin_cases j <;> simp [sub_eq_add_neg]
+      fin_cases i <;> fin_cases j <;> simp [sub_eq_add_neg] <;> ring
     -- the Cayley-Hamilton identity shows positivity
     have hsplit : blochState m = (blochState m)ᴴ * blochState m +
```
